# Coupled-Perturbed Equations Are Uniquely Solvable When the Orbital Gaps Exceed the Coupling Bound

When a weak static field acts on a closed-shell molecule, each occupied orbital i takes up a small admixture X_ai of each virtual orbital a. The admixtures change the density, the changed density changes the mean field, and the changed mean field acts back on the orbitals. To first order, with real orbitals and a real perturbation, this gives the linear system

(e_a − e_i) X_ai + (LX)_ai = B_ai.

Here e_a and e_i are virtual and occupied orbital energies, B is the driving term of the external field, and the linear map L gives the mean field induced by X. Without L, one would simply divide by the gaps. With L, the feedback might cancel the gap term and leave the system singular.

## A gap condition for solvability

Let ‖X‖ = √(Σ_ai X_ai²) be the Frobenius norm. Suppose that e_a − e_i ≥ g for all pairs and ‖LX‖ ≤ c‖X‖ for all X, with c < g. Then the system has exactly one solution for each B, and

‖X‖ ≤ ‖B‖/(g − c).

The constant c is an upper bound on the norm of the mean field induced by amplitudes of unit norm. It is assumed here, not computed from two-electron integrals.

Write AX for the left-hand side of the system and ⟨X, Y⟩ = Σ_ai X_ai Y_ai. Then

⟨X, AX⟩ = Σ_ai (e_a − e_i) X_ai² + ⟨X, LX⟩.

The first term is at least g‖X‖². By Cauchy-Schwarz, the second is at least −‖X‖‖LX‖ ≥ −c‖X‖², and the left side is at most ‖X‖‖AX‖. Hence

(g − c)‖X‖² ≤ ‖X‖‖AX‖.

For X ≠ 0, division by ‖X‖ gives

(g − c)‖X‖ ≤ ‖AX‖,

and for X = 0 this is trivial. If AX = 0, it forces X = 0, so A is injective. An injective linear map from a finite-dimensional space to itself is surjective, so a solution exists and is unique. Setting AX = B gives the estimate.

## Convergence of the iteration

A simple iterative solver repeats one step: it computes the induced field from the current amplitudes Y, subtracts it from B and divides by the gaps:

Y′_ai = (B_ai − (LY)_ai)/(e_a − e_i).

Subtracting the equation for the solution X gives

(e_a − e_i)(Y′ − X)_ai = −(L(Y − X))_ai.

For g > 0, taking norms gives g‖Y′ − X‖ ≤ ‖L(Y − X)‖ ≤ c‖Y − X‖. Each step therefore multiplies the error by at most c/g. If 0 ≤ c < g, the error after n steps is at most (c/g)ⁿ times the initial error, which tends to zero.

## Amplitudes, response operator and iteration step in Lean

The finite types `m` and `k` label virtual and occupied orbitals, and `ev a` and `eo i` are their energies.

```lean
import Mathlib

open Filter Topology

namespace CoupledPerturbedSolvability

noncomputable section

variable {m k : Type*} [Fintype m] [Fintype k]
```

The norm is written out explicitly. The sum runs over pairs `p`, with `p.1` in the role of a and `p.2` in the role of i.

```lean
/-- The Frobenius norm of a virtual-occupied amplitude matrix. -/
def frob (X : Matrix m k ℝ) : ℝ := √(∑ p : m × k, X p.1 p.2 ^ 2)
```

The operator A is `responseOp`. Its definition includes the proof that it is linear. The coupling `L` is an arbitrary real-linear map; it need not be symmetric or come from a particular mean-field functional.

```lean
/-- The coupled-perturbed response operator: orbital-energy gaps times amplitudes, plus the
linear coupling `L` of the amplitudes. -/
def responseOp (ev : m → ℝ) (eo : k → ℝ) (L : Matrix m k ℝ →ₗ[ℝ] Matrix m k ℝ) :
    Matrix m k ℝ →ₗ[ℝ] Matrix m k ℝ where
  toFun X := Matrix.of fun a i => (ev a - eo i) * X a i + L X a i
  map_add' X Y := by
    ext a i
    simp only [map_add, Matrix.of_apply, Matrix.add_apply]
    ring
  map_smul' r X := by
    ext a i
    simp only [map_smul, Matrix.of_apply, Matrix.smul_apply, smul_eq_mul, RingHom.id_apply]
    ring
```

The map from Y to Y′ is `iterStep`.

```lean
/-- One step of the iterative solver: the perturbation minus the coupling field of the current
amplitudes, divided by the orbital-energy gaps. -/
def iterStep (ev : m → ℝ) (eo : k → ℝ) (L : Matrix m k ℝ →ₗ[ℝ] Matrix m k ℝ)
    (B X : Matrix m k ℝ) : Matrix m k ℝ :=
  Matrix.of fun a i => (B a i - L X a i) / (ev a - eo i)
```

The next lemma takes a non-negative factor out of the norm. It is needed for the sharpness result.

```lean
/-- The Frobenius norm scales with a non-negative factor. -/
theorem frob_smul {r : ℝ} (hr : 0 ≤ r) (X : Matrix m k ℝ) : frob (r • X) = r * frob X := by
  simp only [frob, Matrix.smul_apply, smul_eq_mul, mul_pow]
  rw [← Finset.mul_sum, Real.sqrt_mul (sq_nonneg r), Real.sqrt_sq hr]
```

## The lower bound and unique solvability

The lower bound on ‖AX‖ follows the derivation above. In the proof, `h1` bounds the gap term, while `h2` and `h3` are the two uses of Cauchy-Schwarz. The second is applied to −X, because a lower bound on ⟨X, LX⟩ is an upper bound on ⟨−X, LX⟩. The identity `h4` splits the gap term into ⟨X, AX⟩ + ⟨−X, LX⟩, and the final case distinction separates ‖X‖ = 0 from ‖X‖ > 0.

```lean
/-- If the gaps are at least `g` and the coupling is bounded by `c`, the response operator
multiplies the norm of every amplitude matrix by at least `g - c`. -/
theorem response_lower_bound {ev : m → ℝ} {eo : k → ℝ}
    {L : Matrix m k ℝ →ₗ[ℝ] Matrix m k ℝ} {g c : ℝ}
    (hgap : ∀ a i, g ≤ ev a - eo i) (hL : ∀ X, frob (L X) ≤ c * frob X)
    (X : Matrix m k ℝ) : (g - c) * frob X ≤ frob (responseOp ev eo L X) := by
  have hx : 0 ≤ frob X := Real.sqrt_nonneg _
  have hsq : frob X ^ 2 = ∑ p : m × k, X p.1 p.2 ^ 2 :=
    Real.sq_sqrt (Finset.sum_nonneg fun p _ => sq_nonneg _)
  -- the gap term is bounded below in the quadratic form
  have h1 : g * frob X ^ 2 ≤ ∑ p : m × k, (ev p.1 - eo p.2) * X p.1 p.2 ^ 2 := by
    rw [hsq, Finset.mul_sum]
    exact Finset.sum_le_sum fun p _ =>
      mul_le_mul_of_nonneg_right (hgap p.1 p.2) (sq_nonneg _)
  -- Cauchy-Schwarz for the full operator and for the coupling
  have h2 : ∑ p : m × k, X p.1 p.2 * responseOp ev eo L X p.1 p.2
      ≤ frob X * frob (responseOp ev eo L X) :=
    Real.sum_mul_le_sqrt_mul_sqrt Finset.univ (fun p : m × k => X p.1 p.2)
      (fun p => responseOp ev eo L X p.1 p.2)
  have h3 : ∑ p : m × k, (-X p.1 p.2) * L X p.1 p.2 ≤ frob X * frob (L X) := by
    have h := Real.sum_mul_le_sqrt_mul_sqrt Finset.univ (fun p : m × k => -X p.1 p.2)
      (fun p => L X p.1 p.2)
    simp only [neg_sq] at h
    exact h
  have h4 : ∑ p : m × k, (ev p.1 - eo p.2) * X p.1 p.2 ^ 2
      = ∑ p : m × k, X p.1 p.2 * responseOp ev eo L X p.1 p.2
        + ∑ p : m × k, (-X p.1 p.2) * L X p.1 p.2 := by
    rw [← Finset.sum_add_distrib]
    refine Finset.sum_congr rfl fun p _ => ?_
    simp only [responseOp, LinearMap.coe_mk, AddHom.coe_mk, Matrix.of_apply]
    ring
  have h5 := mul_le_mul_of_nonneg_left (hL X) hx
  rcases hx.eq_or_lt with h0 | hpos
  · rw [← h0, mul_zero]
    exact Real.sqrt_nonneg _
  · refine le_of_mul_le_mul_left ?_ hpos
    linarith
```

The main theorem states the system entry by entry. Its first part, `∃!`, says that exactly one amplitude matrix satisfies all the equations; its second part bounds the norm of any solution. There is no hypothesis c ≥ 0: if both orbital sets are non-empty, the bound on L already implies it.

In the proof, `hinj` turns the lower bound into injectivity: a zero norm makes the sum of squares vanish, and hence every entry. `LinearMap.injective_iff_surjective` then supplies existence.

```lean
/-- If the gaps are at least `g`, the coupling is bounded by `c`, and `c < g`, the coupled-perturbed
equations have exactly one solution for each perturbation `B`, and its norm is at most that of `B`
over `g - c`. -/
theorem coupled_perturbed_solvable {ev : m → ℝ} {eo : k → ℝ}
    {L : Matrix m k ℝ →ₗ[ℝ] Matrix m k ℝ} {g c : ℝ} (hcg : c < g)
    (hgap : ∀ a i, g ≤ ev a - eo i) (hL : ∀ X, frob (L X) ≤ c * frob X)
    (B : Matrix m k ℝ) :
    (∃! X : Matrix m k ℝ, ∀ a i, (ev a - eo i) * X a i + L X a i = B a i) ∧
    ∀ X : Matrix m k ℝ, (∀ a i, (ev a - eo i) * X a i + L X a i = B a i) →
      frob X ≤ frob B / (g - c) := by
  have hpos : 0 < g - c := sub_pos.2 hcg
  have hbound := response_lower_bound hgap hL
  -- the lower bound excludes a kernel
  have hinj : Function.Injective (responseOp ev eo L) := by
    refine (injective_iff_map_eq_zero _).2 fun X hX => ?_
    have h := hbound X
    have hz : frob (0 : Matrix m k ℝ) = 0 := by simp [frob]
    rw [hX, hz] at h
    have hx : 0 ≤ frob X := Real.sqrt_nonneg _
    have h0 : frob X = 0 := by nlinarith
    have hs : ∑ p : m × k, X p.1 p.2 ^ 2 = 0 :=
      (Real.sqrt_eq_zero (Finset.sum_nonneg fun p _ => sq_nonneg _)).1 h0
    ext a i
    have hai := (Finset.sum_eq_zero_iff_of_nonneg
      (fun (p : m × k) _ => sq_nonneg (X p.1 p.2))).1 hs (a, i) (Finset.mem_univ _)
    exact (pow_eq_zero_iff two_ne_zero).1 hai
  have heq : ∀ X : Matrix m k ℝ, (∀ a i, (ev a - eo i) * X a i + L X a i = B a i) →
      responseOp ev eo L X = B := fun X hX => by
    ext a i
    exact hX a i
  refine ⟨?_, fun X hX => ?_⟩
  · -- in finite dimension injectivity gives existence
    obtain ⟨X, hX⟩ := LinearMap.injective_iff_surjective.1 hinj B
    refine ⟨X, fun a i => ?_, fun Y hY => hinj ((heq Y hY).trans hX.symm)⟩
    rw [← hX]
    rfl
  · rw [le_div_iff₀ hpos]
    have h := hbound X
    rw [heq X hX] at h
    linarith
```

For a static real perturbation in a finite orbital basis, the theorem gives a sufficient condition for the linear response to be well defined, with a bound on how strongly errors in B are amplified. The condition is not necessary: a large positive multiple of the identity as L only strengthens the gap term.

## The error bound in Lean

The one-step error bound takes a solution `X` and arbitrary current amplitudes `Y`. The statement `hW` is the error equation, and `h1` squares and sums it to obtain the factor g. Besides the bounds on the gaps and on L, only g > 0 is assumed at this stage; the step is guaranteed to be a contraction when c < g as well.

```lean
/-- If the gaps are at least `g > 0` and the coupling is bounded by `c`, each step of the iterative
solver multiplies the distance to a solution by at most `c / g`. -/
theorem iterStep_contracts {ev : m → ℝ} {eo : k → ℝ}
    {L : Matrix m k ℝ →ₗ[ℝ] Matrix m k ℝ} {g c : ℝ} (hg : 0 < g)
    (hgap : ∀ a i, g ≤ ev a - eo i) (hL : ∀ X, frob (L X) ≤ c * frob X)
    {B X : Matrix m k ℝ} (hX : responseOp ev eo L X = B) (Y : Matrix m k ℝ) :
    frob (iterStep ev eo L B Y - X) ≤ c / g * frob (Y - X) := by
  -- the new error times the gap is minus the coupling field of the old error
  have hW : ∀ a i, L (Y - X) a i
      = -((ev a - eo i) * (iterStep ev eo L B Y - X) a i) := fun a i => by
    have hne : ev a - eo i ≠ 0 := (hg.trans_le (hgap a i)).ne'
    have h : (ev a - eo i) * X a i + L X a i = B a i := by
      rw [← hX]
      rfl
    have hr : (ev a - eo i) * iterStep ev eo L B Y a i = B a i - L Y a i := by
      simp only [iterStep, Matrix.of_apply]
      field_simp
    rw [map_sub, Matrix.sub_apply, Matrix.sub_apply]
    linear_combination hr - h
  have h1 : g * frob (iterStep ev eo L B Y - X) ≤ frob (L (Y - X)) := by
    refine Real.le_sqrt_of_sq_le ?_
    rw [mul_pow, frob, Real.sq_sqrt (Finset.sum_nonneg fun p _ => sq_nonneg _),
      Finset.mul_sum]
    refine Finset.sum_le_sum fun p _ => ?_
    rw [hW, neg_sq, mul_pow]
    exact mul_le_mul_of_nonneg_right (pow_le_pow_left₀ hg.le (hgap p.1 p.2) 2) (sq_nonneg _)
  rw [div_mul_eq_mul_div, le_div_iff₀ hg]
  linarith [hL (Y - X)]
```

The convergence theorem assumes 0 ≤ c < g, which is sufficient but not necessary. Induction on the number of steps gives the geometric bound `herr`, and `squeeze_zero` takes the limit. The theorem concerns exact real arithmetic and this plain iteration, without damping or extrapolation.

```lean
/-- If the gaps are at least `g`, the coupling is bounded by `c`, and `0 ≤ c < g`, the iterative
solver converges in norm to the solution from any starting amplitudes. -/
theorem iteration_converges {ev : m → ℝ} {eo : k → ℝ}
    {L : Matrix m k ℝ →ₗ[ℝ] Matrix m k ℝ} {g c : ℝ} (hc : 0 ≤ c) (hcg : c < g)
    (hgap : ∀ a i, g ≤ ev a - eo i) (hL : ∀ X, frob (L X) ≤ c * frob X)
    {B X : Matrix m k ℝ} (hX : responseOp ev eo L X = B) (Y : Matrix m k ℝ) :
    Tendsto (fun n : ℕ => frob ((iterStep ev eo L B)^[n] Y - X)) atTop (𝓝 0) := by
  have hg : 0 < g := hc.trans_lt hcg
  have hq : 0 ≤ c / g := div_nonneg hc hg.le
  -- geometric error bound
  have herr : ∀ n : ℕ, frob ((iterStep ev eo L B)^[n] Y - X)
      ≤ (c / g) ^ n * frob (Y - X) := fun n => by
    induction n with
    | zero => simp
    | succ n ih =>
      rw [Function.iterate_succ_apply', pow_succ', mul_assoc]
      exact (iterStep_contracts hg hgap hL hX _).trans (mul_le_mul_of_nonneg_left ih hq)
  have hlim := (tendsto_pow_atTop_nhds_zero_of_lt_one hq ((div_lt_one hg).2 hcg)).mul_const
    (frob (Y - X))
  rw [zero_mul] at hlim
  exact squeeze_zero (fun n => Real.sqrt_nonneg _) herr hlim
```

## Equality in the estimate and the critical coupling

Take all gaps equal to g and L = −c·id. Then AX = (g − c)X, so the solution has norm exactly ‖B‖/(g − c). For 0 ≤ c < g, this model satisfies the hypotheses of the main theorem, so its estimate cannot be improved in general.

```lean
/-- For a uniform gap `g` and the coupling `-c` times the identity, with `c < g`, the norm of
the solution equals the norm of the perturbation over `g - c`. -/
theorem bound_sharp {g c : ℝ} (hcg : c < g) {B X : Matrix m k ℝ}
    (hX : responseOp (fun _ => g) (fun _ => 0) ((-c) • LinearMap.id) X = B) :
    frob X = frob B / (g - c) := by
  have hpos : 0 < g - c := sub_pos.2 hcg
  have h : B = (g - c) • X := by
    rw [← hX]
    ext a i
    simp only [responseOp, LinearMap.coe_mk, AddHom.coe_mk, Matrix.of_apply,
      LinearMap.smul_apply, LinearMap.id_apply, Matrix.smul_apply, smul_eq_mul]
    ring
  rw [h, frob_smul hpos.le, eq_div_iff hpos.ne', mul_comm]
```

If c is raised to g in the same model, the feedback cancels the gap term completely and A is zero. With at least one virtual and one occupied orbital, a non-zero B then has no solution, while B = 0 is solved by every X. For g ≥ 0 the coupling still obeys the norm bound with c = g, so the strict inequality c < g cannot be weakened to c ≤ g.

```lean
omit [Fintype m] [Fintype k] in
/-- For a uniform gap `g` and the coupling `-g` times the identity, the response operator
vanishes. -/
theorem critical_coupling (g : ℝ) :
    responseOp (fun _ : m => g) (fun _ : k => 0) ((-g) • LinearMap.id) = 0 := by
  refine LinearMap.ext fun X => ?_
  ext a i
  simp only [responseOp, LinearMap.coe_mk, AddHom.coe_mk, Matrix.of_apply,
    LinearMap.smul_apply, LinearMap.id_apply, Matrix.smul_apply, smul_eq_mul,
    LinearMap.zero_apply, Matrix.zero_apply]
  ring

end

end CoupledPerturbedSolvability
```

```lean
#print axioms CoupledPerturbedSolvability.coupled_perturbed_solvable
#print axioms CoupledPerturbedSolvability.iteration_converges
#print axioms CoupledPerturbedSolvability.bound_sharp
#print axioms CoupledPerturbedSolvability.critical_coupling
```

```
'CoupledPerturbedSolvability.coupled_perturbed_solvable' depends on axioms: [propext, Classical.choice, Quot.sound]
'CoupledPerturbedSolvability.iteration_converges' depends on axioms: [propext, Classical.choice, Quot.sound]
'CoupledPerturbedSolvability.bound_sharp' depends on axioms: [propext, Classical.choice, Quot.sound]
'CoupledPerturbedSolvability.critical_coupling' depends on axioms: [propext, Classical.choice, Quot.sound]
```
